# Small- and large-wave-number limits of a plasmon pole fixed by the static Lindhard function

## Definitions and units

Atomic units are used throughout. Let $k_F>0$ be the Fermi wave number of a three-dimensional electron gas, $\omega_p>0$ its plasma frequency and $q>0$ a wave number. With $x=q/(2k_F)$, the static Lindhard factor and dielectric function are

$$F(x)=\frac12+\frac{1-x^2}{4x}\ln\left|\frac{1+x}{1-x}\right|,\qquad \varepsilon(q)=1+\frac{3\omega_p^2F(x)}{k_F^2q^2}.$$

At $x=1$, $F$ takes its limiting value $1/2$.

A plasmon-pole model replaces the frequency dependence of the inverse dielectric function by one pole:

$$\varepsilon^{-1}(q,\omega)=1+\frac{\omega_p^2}{\omega^2-u(q)}.$$

The strength $\omega_p^2$ is the one required by the f-sum rule. Demanding the static Lindhard value $1/\varepsilon(q)$ at $\omega=0$ then fixes the squared pole frequency:

$$u(q)=\frac{\omega_p^2}{1-1/\varepsilon(q)}.$$

## The two limits and what they cover

The result is

$$\frac{u(q)-\omega_p^2}{k_F^2q^2/3}\to1\quad(q\downarrow0),\qquad \frac{u(q)-\omega_p^2}{q^4/4}\to1\quad(q\to\infty).$$

The second scale is the square of the free-electron energy $q^2/2$. In GW calculations for the homogeneous gas, within this single-pole model of screening, the pole energy $\sqrt{u}$ starts at the plasma frequency for $q\downarrow0$ and grows like the free-electron energy for large $q$: their ratio tends to one, although their difference does not tend to zero. The small-$q$ coefficient $k_F^2/3$ is a property of this model, whose pole is fitted to the static response. The plasmon given by the full frequency-dependent Lindhard function has $\omega^2\approx\omega_p^2+\tfrac35k_F^2q^2$ at small $q$, which is not proved here.

In Lean, `lindhardF`, `staticEps` and `poleSq` are the real functions $F$, $\varepsilon$ and $u$. The theorem `plasmonPole_limits` assumes only `0 < kF` and `0 < wp`. The filter `𝓝[>] 0` means that $q$ approaches zero from above, `atTop` that it grows without bound, and `𝓝 1` that the ratio tends to one.

The two parameters are independent here, whereas in the unpolarised gas the density ties them together by $\omega_p^2=4k_F^3/(3\pi)$. The Lindhard formula and the single-pole form are taken as given, not derived from the many-electron problem.

## Bounds on the Lindhard factor

For $0<t<1$,

$$\ln\frac{1+t}{1-t}=2\sum_{k\ge0}\frac{t^{2k+1}}{2k+1}.$$

All terms are positive, so the first two give a lower bound. For $k\ge1$ we have $1/(2k+1)\le1/3$, and a geometric series bounds the tail:

$$2t+\frac{2t^3}{3}\le\ln\frac{1+t}{1-t}\le2t+\frac{2t^3}{3(1-t^2)}.$$

Set $t=x$, multiply by $(1-x^2)/(4x)$ and add $1/2$. For $0<x<1$ this gives

$$1-\frac{x^2}{3}-\frac{x^4}{6}\le F(x)\le1-\frac{x^2}{3}.$$

For $x>1$, put $y=1/x$. The absolute value in the logarithm is the same at $x$ and $y$, while the prefactors are $(y-x)/4$ and $(x-y)/4$. Hence $F(x)+F(1/x)=1$, and the previous bounds become

$$\frac1{3x^2}\le F(x)\le\frac1{3x^2}+\frac1{6x^4}.$$

A truncation error can enter here. If the logarithm at large $x$ is cut after its first term $2/x$, one finds $F\approx1/(2x^2)$ and the wrong limit $q^4/6$. The next term, $2/(3x^3)$, is multiplied by a prefactor of order $x$ and contributes $-1/(6x^2)$, at the same order.

For all $x>0$ we also have

$$\frac1{1+3x^2}<F(x)<1.$$

The upper bound is immediate from the estimates above. For the lower one with $x<1$, use

$$\left(1-\frac{x^2}{3}-\frac{x^4}{6}\right)(1+3x^2)-1=x^2\left(\frac83-\frac{7x^2}{6}-\frac{x^4}{2}\right)>0.$$

At $x=1$ the claim reads $1/4<1/2<1$, and for $x>1$ it follows from $1/(3x^2)>1/(1+3x^2)$.

## From the factor to the pole

Write $\varepsilon=1+A$ with $A=3\omega_p^2F/(k_F^2q^2)>0$. Then $1-1/\varepsilon=A/(1+A)$, so

$$u=\omega_p^2+\frac{\omega_p^2}{A}=\omega_p^2+\frac{k_F^2q^2}{3F(x)}.$$

Since $k_F^2q^2x^2=q^4/4$, the global bounds on $F$ give, for every $q>0$,

$$\omega_p^2+\frac{k_F^2q^2}{3}<u<\omega_p^2+\frac{k_F^2q^2}{3}+\frac{q^4}{4}.$$

Dividing $u-\omega_p^2$ by $k_F^2q^2/3$ traps the first ratio between $1$ and $1+3q^2/(4k_F^2)$, which proves the first limit.

For $q>2k_F$, the lower bound $F\ge1/(3x^2)$ gives $u-\omega_p^2\le q^4/4$. The upper bound on $F$ gives

$$3F\left(x^2-\frac12\right)\le\left(\frac1{x^2}+\frac1{2x^4}\right)\left(x^2-\frac12\right)=1-\frac1{4x^4}\le1.$$

Thus $1/(3F)\ge x^2-1/2$, and

$$\frac{q^4}{4}-\frac{k_F^2q^2}{2}\le u-\omega_p^2\le\frac{q^4}{4}.$$

The second ratio therefore lies between $1-2k_F^2/q^2$ and $1$, which proves the second limit.

At the boundary $q=2k_F$ we have $F=1/2$, hence $u=\omega_p^2+8k_F^4/3$. This lies between the general bounds $\omega_p^2+4k_F^4/3$ and $\omega_p^2+16k_F^4/3$.

## The Lean file

```lean
import Mathlib

open Filter Topology

namespace LindhardPlasmonPole

noncomputable section

/-- The static Lindhard factor `F(x)` of the three-dimensional electron gas, with `x = q/(2 kF)`.
Its domain is `x ≠ 0`, `x ≠ 1`, `x ≠ -1`; at `x = 1` the formula returns the limiting value `1/2`. -/
def lindhardF (x : ℝ) : ℝ :=
  1 / 2 + (1 - x ^ 2) / (4 * x) * Real.log |(1 + x) / (1 - x)|

/-- The static Lindhard dielectric function at wave number `q`, in atomic units,
for `kF ≠ 0` and `q ≠ 0`. -/
def staticEps (kF wp q : ℝ) : ℝ :=
  1 + 3 * wp ^ 2 * lindhardF (q / (2 * kF)) / (kF * q) ^ 2

/-- The squared pole frequency `wp² / (1 - 1/eps(q))` of the plasmon-pole model,
for `kF, wp, q > 0`. -/
def poleSq (kF wp q : ℝ) : ℝ :=
  wp ^ 2 / (1 - 1 / staticEps kF wp q)

/-- Two-sided bounds on the Lindhard logarithm for `0 < t < 1`. -/
theorem log_ratio_bounds {t : ℝ} (h0 : 0 < t) (h1 : t < 1) :
    2 * t + 2 * t ^ 3 / 3 ≤ Real.log ((1 + t) / (1 - t)) ∧
      Real.log ((1 + t) / (1 - t)) ≤ 2 * t + 2 * t ^ 3 / (3 * (1 - t ^ 2)) := by
  have hs := Real.hasSum_log_sub_log_of_abs_lt_one
    (abs_lt.2 ⟨by linarith, h1⟩ : |t| < 1)
  have ht2 : t ^ 2 < 1 := by nlinarith
  rw [Real.log_div (by positivity) (sub_pos.2 h1).ne']
  constructor
  · -- keep the first two terms of the positive series
    have hnn : ∀ k : ℕ, 0 ≤ (2 : ℝ) * (1 / (2 * (k : ℝ) + 1)) * t ^ (2 * k + 1) :=
      fun k => by positivity
    have h := sum_le_hasSum (Finset.range 2) (fun k _ => hnn k) hs
    norm_num [Finset.sum_range_succ] at h
    linarith
  · -- compare the tail with a geometric series
    have hg : HasSum (fun k : ℕ => 2 / 3 * t * (t ^ 2) ^ k + if k = 0 then 4 / 3 * t else 0)
        (2 / 3 * t * (1 - t ^ 2)⁻¹ + 4 / 3 * t) :=
      ((hasSum_geometric_of_lt_one (by positivity) ht2).mul_left _).add (hasSum_ite_eq 0 _)
    have hle : ∀ k : ℕ, (2 : ℝ) * (1 / (2 * (k : ℝ) + 1)) * t ^ (2 * k + 1) ≤
        2 / 3 * t * (t ^ 2) ^ k + if k = 0 then 4 / 3 * t else 0 := by
      intro k
      rcases k with _ | k
      · norm_num
        linarith
      · have e : t ^ (2 * (k + 1) + 1) = t * (t ^ 2) ^ (k + 1) := by
          rw [← pow_mul]; ring
        have hk : 1 / (2 * ((k + 1 : ℕ) : ℝ) + 1) ≤ 1 / 3 := by
          apply one_div_le_one_div_of_le (by norm_num)
          have := Nat.cast_nonneg (α := ℝ) k
          push_cast
          linarith
        have hp : 0 ≤ t * (t ^ 2) ^ (k + 1) := by positivity
        rw [e, if_neg (Nat.succ_ne_zero k)]
        nlinarith [mul_le_mul_of_nonneg_right hk hp]
    have hne : 1 - t ^ 2 ≠ 0 := (sub_pos.2 ht2).ne'
    calc _ ≤ 2 / 3 * t * (1 - t ^ 2)⁻¹ + 4 / 3 * t := hasSum_le hle hs hg
      _ = _ := by field_simp; ring

/-- For `0 < x < 1` the Lindhard factor is `1 - x²/3` up to an error of at most `x⁴/6`. -/
theorem lindhardF_small {x : ℝ} (h0 : 0 < x) (h1 : x < 1) :
    1 - x ^ 2 / 3 - x ^ 4 / 6 ≤ lindhardF x ∧ lindhardF x ≤ 1 - x ^ 2 / 3 := by
  have hx2 : 0 < 1 - x ^ 2 := by nlinarith
  have hne : 1 - x ^ 2 ≠ 0 := hx2.ne'
  have habs : |(1 + x) / (1 - x)| = (1 + x) / (1 - x) :=
    abs_of_pos (div_pos (by linarith) (by linarith))
  have hc : 0 ≤ (1 - x ^ 2) / (4 * x) := div_nonneg hx2.le (by linarith)
  obtain ⟨hl, hu⟩ := log_ratio_bounds h0 h1
  have a := mul_le_mul_of_nonneg_left hl hc
  have b := mul_le_mul_of_nonneg_left hu hc
  have ea : (1 - x ^ 2) / (4 * x) * (2 * x + 2 * x ^ 3 / 3)
      = 1 / 2 - x ^ 2 / 3 - x ^ 4 / 6 := by field_simp; ring
  have eb : (1 - x ^ 2) / (4 * x) * (2 * x + 2 * x ^ 3 / (3 * (1 - x ^ 2)))
      = 1 / 2 - x ^ 2 / 3 := by field_simp; ring
  rw [ea] at a
  rw [eb] at b
  unfold lindhardF
  rw [habs]
  constructor <;> linarith

/-- Reflection identity: the Lindhard factors at reciprocal arguments add up to one. -/
theorem lindhardF_reflection {x y : ℝ} (h : x * y = 1) : lindhardF x + lindhardF y = 1 := by
  have hx : x ≠ 0 := left_ne_zero_of_mul_eq_one h
  have hy : y ≠ 0 := right_ne_zero_of_mul_eq_one h
  -- the logarithm is the same at both arguments, its prefactor changes sign
  have hlog : |(1 + y) / (1 - y)| = |(1 + x) / (1 - x)| := by
    by_cases h1 : x = 1
    · have h2 : y = 1 := by rw [h1, one_mul] at h; exact h
      rw [h1, h2]
    · have hx1 : 1 - x ≠ 0 := fun h0 => h1 (by linarith)
      have hy1 : 1 - y ≠ 0 := fun h0 => h1 (by
        have h2 : y = 1 := by linarith
        rw [h2, mul_one] at h; exact h)
      have e : (1 + y) / (1 - y) = -((1 + x) / (1 - x)) := by
        rw [← neg_div, div_eq_div_iff hy1 hx1]
        linear_combination (-2) * h
      rw [e, abs_neg]
  have cx : (1 - x ^ 2) / (4 * x) = (y - x) / 4 := by
    rw [div_eq_iff (mul_ne_zero four_ne_zero hx)]
    linear_combination -h
  have cy : (1 - y ^ 2) / (4 * y) = (x - y) / 4 := by
    rw [div_eq_iff (mul_ne_zero four_ne_zero hy)]
    linear_combination -h
  unfold lindhardF
  rw [hlog, cx, cy]
  ring

/-- For `x > 1` the Lindhard factor is `1/(3x²)` up to an excess of at most `1/(6x⁴)`. -/
theorem lindhardF_large {x : ℝ} (h : 1 < x) :
    1 / (3 * x ^ 2) ≤ lindhardF x ∧ lindhardF x ≤ 1 / (3 * x ^ 2) + 1 / (6 * x ^ 4) := by
  have hx : 0 < x := by linarith
  have hr := lindhardF_reflection (mul_one_div_cancel hx.ne')
  obtain ⟨a, b⟩ := lindhardF_small (one_div_pos.2 hx) ((div_lt_one hx).2 h)
  have e1 : 1 / (3 * x ^ 2) = (1 / x) ^ 2 / 3 := by ring
  have e2 : 1 / (6 * x ^ 4) = (1 / x) ^ 4 / 6 := by ring
  rw [e1, e2]
  constructor <;> linarith

/-- For every `x > 0` the Lindhard factor lies strictly between `1/(1 + 3x²)` and `1`. -/
theorem lindhardF_bounds {x : ℝ} (hx : 0 < x) :
    1 / (1 + 3 * x ^ 2) < lindhardF x ∧ lindhardF x < 1 := by
  have hx2 : 0 < x ^ 2 := by positivity
  rcases lt_trichotomy x 1 with h | h | h
  · obtain ⟨a, b⟩ := lindhardF_small hx h
    have h2 : x ^ 2 < 1 := by nlinarith
    have h4 : x ^ 4 < 1 := by nlinarith
    have key : 0 < x ^ 2 * (8 / 3 - 7 / 6 * x ^ 2 - x ^ 4 / 2) :=
      mul_pos hx2 (by linarith)
    refine ⟨?_, by linarith⟩
    rw [div_lt_iff₀ (by positivity)]
    calc 1 < (1 - x ^ 2 / 3 - x ^ 4 / 6) * (1 + 3 * x ^ 2) := by nlinarith [key]
      _ ≤ _ := mul_le_mul_of_nonneg_right a (by positivity)
  · subst h
    norm_num [lindhardF]
  · obtain ⟨a, b⟩ := lindhardF_large h
    have h2 : 1 ≤ x ^ 2 := one_le_pow₀ h.le
    have h4 : 1 ≤ x ^ 4 := one_le_pow₀ h.le
    have i1 : 1 / (1 + 3 * x ^ 2) < 1 / (3 * x ^ 2) :=
      one_div_lt_one_div_of_lt (by positivity) (by linarith)
    have i2 : 1 / (3 * x ^ 2) ≤ 1 / 3 := one_div_le_one_div_of_le (by norm_num) (by linarith)
    have i3 : 1 / (6 * x ^ 4) ≤ 1 / 6 := one_div_le_one_div_of_le (by norm_num) (by linarith)
    exact ⟨by linarith, by linarith⟩

/-- For `kF, wp, q > 0` the squared pole frequency is `wp² + kF² q² / (3 F(q/(2 kF)))`. -/
theorem poleSq_eq {kF wp q : ℝ} (hk : 0 < kF) (hw : 0 < wp) (hq : 0 < q) :
    poleSq kF wp q = wp ^ 2 + kF ^ 2 * q ^ 2 / (3 * lindhardF (q / (2 * kF))) := by
  have hx : 0 < q / (2 * kF) := by positivity
  have hF : 0 < lindhardF (q / (2 * kF)) :=
    lt_trans (by positivity) (lindhardF_bounds hx).1
  have key : ∀ A : ℝ, 0 < A → wp ^ 2 / (1 - 1 / (1 + A)) = wp ^ 2 + wp ^ 2 / A := by
    intro A hA
    have hA1 : 1 + A ≠ 0 := by positivity
    have h1 : 1 - 1 / (1 + A) = A / (1 + A) := by
      rw [eq_div_iff hA1, sub_mul, div_mul_cancel₀ _ hA1]; ring
    rw [h1, div_div_eq_mul_div, mul_add, mul_one, add_div, mul_div_cancel_right₀ _ hA.ne']
    ring
  unfold poleSq staticEps
  generalize lindhardF (q / (2 * kF)) = f at hF ⊢
  rw [key _ (by positivity), div_div_eq_mul_div]
  congr 1
  rw [div_eq_div_iff (by positivity) (by positivity)]
  ring

/-- For `kF, wp, q > 0` the squared pole frequency lies strictly above `wp² + kF² q²/3` and
strictly below the interpolation `wp² + kF² q²/3 + q⁴/4`. -/
theorem poleSq_between {kF wp q : ℝ} (hk : 0 < kF) (hw : 0 < wp) (hq : 0 < q) :
    wp ^ 2 + kF ^ 2 * q ^ 2 / 3 < poleSq kF wp q ∧
      poleSq kF wp q < wp ^ 2 + kF ^ 2 * q ^ 2 / 3 + q ^ 4 / 4 := by
  rw [poleSq_eq hk hw hq]
  obtain ⟨x, hx⟩ : ∃ x, x = q / (2 * kF) := ⟨_, rfl⟩
  have hqx : q = 2 * kF * x := by rw [hx]; field_simp
  have hx0 : 0 < x := by rw [hx]; positivity
  rw [← hx]
  obtain ⟨a, b⟩ := lindhardF_bounds hx0
  have hF : 0 < lindhardF x := lt_trans (by positivity) a
  rw [div_lt_iff₀ (by positivity)] at a
  have hA : 0 < kF ^ 2 * q ^ 2 := by positivity
  have e : q ^ 4 / 4 = kF ^ 2 * q ^ 2 * x ^ 2 := by rw [hqx]; ring
  have lo : kF ^ 2 * q ^ 2 / 3 < kF ^ 2 * q ^ 2 / (3 * lindhardF x) := by
    rw [div_lt_div_iff₀ (by norm_num) (by positivity)]
    nlinarith [mul_pos hA (sub_pos.2 b)]
  have up : kF ^ 2 * q ^ 2 / (3 * lindhardF x) < kF ^ 2 * q ^ 2 / 3 + q ^ 4 / 4 := by
    rw [div_lt_iff₀ (by positivity), e]
    nlinarith [mul_pos hA (sub_pos.2 a)]
  exact ⟨by linarith, by linarith⟩

/-- For `kF, wp > 0` and `q > 2 kF` the squared pole frequency is at most `wp² + q⁴/4`, and
falls short of it by at most `kF² q²/2`. -/
theorem poleSq_large {kF wp q : ℝ} (hk : 0 < kF) (hw : 0 < wp) (hq : 2 * kF < q) :
    wp ^ 2 + q ^ 4 / 4 - kF ^ 2 * q ^ 2 / 2 ≤ poleSq kF wp q ∧
      poleSq kF wp q ≤ wp ^ 2 + q ^ 4 / 4 := by
  have hq0 : 0 < q := by linarith
  rw [poleSq_eq hk hw hq0]
  obtain ⟨x, hx⟩ : ∃ x, x = q / (2 * kF) := ⟨_, rfl⟩
  have hqx : q = 2 * kF * x := by rw [hx]; field_simp
  have hx1 : 1 < x := by rw [hx, lt_div_iff₀ (by positivity)]; linarith
  have hx0 : 0 < x := by linarith
  rw [← hx]
  obtain ⟨a, b⟩ := lindhardF_large hx1
  have hF : 0 < lindhardF x := lt_of_lt_of_le (by positivity) a
  rw [div_le_iff₀ (by positivity)] at a
  have hA : 0 < kF ^ 2 * q ^ 2 := by positivity
  have e : q ^ 4 / 4 = kF ^ 2 * q ^ 2 * x ^ 2 := by rw [hqx]; ring
  -- with s = 1/x², the upper bound on F gives 3 F (x² - 1/2) ≤ 1
  obtain ⟨s, hs⟩ : ∃ s, s = 1 / x ^ 2 := ⟨_, rfl⟩
  have hsx : s * x ^ 2 = 1 := by rw [hs]; exact one_div_mul_cancel (by positivity)
  have es : 1 / (3 * x ^ 2) + 1 / (6 * x ^ 4) = s / 3 + s ^ 2 / 6 := by rw [hs]; ring
  rw [es] at b
  have hm := mul_le_mul_of_nonneg_right b (by nlinarith : 0 ≤ x ^ 2 - 1 / 2)
  have em : (s / 3 + s ^ 2 / 6) * (x ^ 2 - 1 / 2) = 1 / 3 - s ^ 2 / 12 := by
    linear_combination (1 / 3 + s / 6) * hsx
  have hb : 0 ≤ 1 - 3 * (lindhardF x * (x ^ 2 - 1 / 2)) := by
    rw [em] at hm
    linarith [sq_nonneg s]
  have lo : q ^ 4 / 4 - kF ^ 2 * q ^ 2 / 2 ≤ kF ^ 2 * q ^ 2 / (3 * lindhardF x) := by
    rw [le_div_iff₀ (by positivity), e]
    nlinarith [mul_nonneg hA.le hb]
  have up : kF ^ 2 * q ^ 2 / (3 * lindhardF x) ≤ q ^ 4 / 4 := by
    rw [div_le_iff₀ (by positivity), e]
    nlinarith [mul_nonneg hA.le (sub_nonneg.2 a)]
  exact ⟨by linarith, by linarith⟩

/-- For `kF, wp > 0` the dispersion `poleSq - wp²` of the plasmon pole is asymptotic to
`kF² q²/3` as `q` decreases to zero and to `q⁴/4` as `q` tends to infinity. -/
theorem plasmonPole_limits {kF wp : ℝ} (hk : 0 < kF) (hw : 0 < wp) :
    Tendsto (fun q => (poleSq kF wp q - wp ^ 2) / (kF ^ 2 * q ^ 2 / 3)) (𝓝[>] 0) (𝓝 1) ∧
      Tendsto (fun q => (poleSq kF wp q - wp ^ 2) / (q ^ 4 / 4)) atTop (𝓝 1) := by
  constructor
  · -- squeeze between 1 and 1 + 3q²/(4kF²)
    have hup : Tendsto (fun q : ℝ => 1 + 3 * q ^ 2 / (4 * kF ^ 2)) (𝓝[>] 0) (𝓝 1) := by
      have hc : Continuous (fun q : ℝ => 1 + 3 * q ^ 2 / (4 * kF ^ 2)) := by fun_prop
      have h0 : Tendsto (fun q : ℝ => 1 + 3 * q ^ 2 / (4 * kF ^ 2)) (𝓝 0) (𝓝 1) := by
        simpa using hc.tendsto 0
      exact h0.mono_left nhdsWithin_le_nhds
    refine tendsto_of_tendsto_of_tendsto_of_le_of_le' tendsto_const_nhds hup ?_ ?_
    · filter_upwards [self_mem_nhdsWithin] with q hq
      have hq0 : 0 < q := hq
      rw [le_div_iff₀ (by positivity)]
      linarith [(poleSq_between hk hw hq0).1]
    · filter_upwards [self_mem_nhdsWithin] with q hq
      have hq0 : 0 < q := hq
      have e : (1 + 3 * q ^ 2 / (4 * kF ^ 2)) * (kF ^ 2 * q ^ 2 / 3)
          = kF ^ 2 * q ^ 2 / 3 + q ^ 4 / 4 := by field_simp
      rw [div_le_iff₀ (by positivity), e]
      linarith [(poleSq_between hk hw hq0).2]
  · -- squeeze between 1 - 2kF²/q² and 1
    have hinv : Tendsto (fun q : ℝ => (q ^ 2)⁻¹) atTop (𝓝 0) :=
      tendsto_inv_atTop_zero.comp (tendsto_pow_atTop two_ne_zero)
    have hlo : Tendsto (fun q : ℝ => 1 - 2 * kF ^ 2 * (q ^ 2)⁻¹) atTop (𝓝 1) := by
      simpa using (hinv.const_mul (2 * kF ^ 2)).const_sub 1
    refine tendsto_of_tendsto_of_tendsto_of_le_of_le' hlo tendsto_const_nhds ?_ ?_
    · filter_upwards [eventually_gt_atTop (2 * kF)] with q hq
      have hq0 : 0 < q := by linarith
      have e : (1 - 2 * kF ^ 2 * (q ^ 2)⁻¹) * (q ^ 4 / 4)
          = q ^ 4 / 4 - kF ^ 2 * q ^ 2 / 2 := by field_simp; ring
      rw [le_div_iff₀ (by positivity), e]
      linarith [(poleSq_large hk hw hq).1]
    · filter_upwards [eventually_gt_atTop (2 * kF)] with q hq
      have hq0 : 0 < q := by linarith
      rw [div_le_iff₀ (by positivity)]
      linarith [(poleSq_large hk hw hq).2]

end

end LindhardPlasmonPole
```

```lean
#print axioms LindhardPlasmonPole.plasmonPole_limits
-- 'LindhardPlasmonPole.plasmonPole_limits' depends on axioms: [propext, Classical.choice, Quot.sound]
```

## Series, reflection and squeezing in Lean

`log_ratio_bounds` starts from Mathlib's series for the logarithm. `sum_le_hasSum` keeps the first two terms, and `hasSum_le` compares the series term by term with a geometric one whose $k=0$ term is corrected separately.

`lindhardF_small` multiplies these bounds by the nonnegative prefactor. `lindhardF_reflection` proves the identity for any `x * y = 1`, and `lindhardF_large` applies it to $x$ and $1/x$. `lindhardF_bounds` splits into $x<1$, $x=1$ and $x>1$. In the middle case Lean's division by zero is harmless, because the logarithm's prefactor vanishes and the formula returns $1/2$.

`poleSq_eq` carries out the algebra with $A$, using the positivity of $F$ just obtained. `poleSq_between` and `poleSq_large` substitute $q=2k_Fx$ and turn the bounds on $F$ into the two sets of bounds on $u$; the second uses $s=1/x^2$ to check the product displayed above.

Finally, `plasmonPole_limits` applies the squeeze theorem twice. `filter_upwards` restricts attention to $q>0$ for the first limit and to $q>2k_F$ for the second, where the respective bounds hold.
